# For an irreducible finite point group in d ≥ 2 dimensions, the star sum of v equals |G| vvᵀ only when v = 0

Q: The title asks for an irreducible point group. Why does the code test only symmetric matrices that commute with the group?

A: Because the tensors being summed are symmetric. The fourfold rotation group of the plane shows the difference: its quarter turn commutes with the whole group and isn't a scalar, but it isn't symmetric either. Every commuting symmetric matrix is scalar, and that suffices for isotropy.

```lean
import Mathlib

open Matrix

namespace WedgeSums

noncomputable section

variable {n ι : Type*} [Fintype n] [DecidableEq n] [Fintype ι]

/-- The only symmetric matrices commuting with every operation of the point group `G`
are multiples of the identity. -/
def SymIrreducible (G : Subgroup (orthogonalGroup n ℝ)) : Prop :=
  ∀ S : Matrix n n ℝ, S.IsSymm → (∀ g ∈ G, g.1 * S = S * g.1) → ∃ c : ℝ, S = c • 1
```

Q: Is that condition derived from a crystal structure?

A: No, it is assumed of \(G\). In three dimensions, it says that no axis or plane through the origin is mapped to itself by every operation of the point group. A uniaxial crystal fails it. Here `n` labels Cartesian axes, \(d\) is `Fintype.card n`, and \(G\) is a subgroup of the real orthogonal matrices; operations in fractional coordinates must be converted first.

Q: And the sums?

A: There are three: \(R(T)=\sum_{g\in G} gTg^T\), the star sum \(\sum_{g\in G}(gv)(gv)^T\), and the unrotated wedge sum \(W=\sum_i w_i k_ik_i^T\).

```lean
/-- The sum of the rotated copies `g T gᵀ` of a tensor `T` over the point group. -/
def groupSum (G : Subgroup (orthogonalGroup n ℝ)) [Fintype G] (T : Matrix n n ℝ) :
    Matrix n n ℝ :=
  ∑ g : G, g.1.1 * T * g.1.1ᵀ

/-- The sum of `(g v)(g v)ᵀ` over the point group. -/
def starSum (G : Subgroup (orthogonalGroup n ℝ)) [Fintype G] (v : n → ℝ) : Matrix n n ℝ :=
  ∑ g : G, vecMulVec (g.1.1 *ᵥ v) (g.1.1 *ᵥ v)

/-- The unrotated weighted sum of `k kᵀ` over the points of a wedge. -/
def wedgeSum (w : ι → ℝ) (k : ι → n → ℝ) : Matrix n n ℝ :=
  ∑ i, w i • vecMulVec (k i) (k i)
```

The first two run over operations, not distinct vectors, so a vector fixed by several operations is counted repeatedly. Dividing by \(|G|\) gives the group average.

Q: Where does this meet a calculation?

A: For independent electrons on a finite k-point mesh, the vectors can be the velocities of a single band, one at each k-point, in a conductivity-like tensor. Below, a wedge "point" \(k_i\) means one such vector, not the k-point it belongs to. Reducing the mesh to a wedge, which keeps one k-point from each set of symmetry-equivalent ones, then leaves the question of whether the tensor still needs rotating.

Q: Show me why the rotated sum is isotropic.

A: Two small facts come first: \(g^Tg=1\), and \((gv)(gv)^T=g\,vv^Tg^T\), which makes the star sum equal to \(R(vv^T)\).

```lean
lemma transpose_mul_self (g : orthogonalGroup n ℝ) : g.1ᵀ * g.1 = 1 := by
  have h : star g.1 * g.1 = 1 ∧ g.1 * star g.1 = 1 := g.2
  have h1 := h.1
  rwa [star_eq_conjTranspose, conjTranspose_eq_transpose_of_trivial] at h1

lemma starSum_eq (G : Subgroup (orthogonalGroup n ℝ)) [Fintype G] (v : n → ℝ) :
    starSum G v = groupSum G (vecMulVec v v) := by
  unfold starSum groupSum
  refine Finset.sum_congr rfl fun g _ => ?_
  rw [mul_vecMulVec, vecMulVec_mul, vecMul_transpose]
```

For \(h\in G\), left multiplication permutes the group, so
\[
hR(T)h^T=\sum_{g\in G}(hg)T(hg)^T=R(T).
\]
Multiplying by \(h\) on the right gives \(hR(T)=R(T)h\). The reindexing is `Equiv.mulLeft`.

```lean
/-- A tensor summed over the point group commutes with every operation of the group. -/
theorem groupSum_commutes (G : Subgroup (orthogonalGroup n ℝ)) [Fintype G]
    (T : Matrix n n ℝ) (h : orthogonalGroup n ℝ) (hh : h ∈ G) :
    h.1 * groupSum G T = groupSum G T * h.1 := by
  -- Left multiplication by `h` only permutes the terms of the sum.
  have key : h.1 * groupSum G T * h.1ᵀ = groupSum G T := by
    unfold groupSum
    rw [Finset.mul_sum, Finset.sum_mul]
    refine Fintype.sum_equiv (Equiv.mulLeft (⟨h, hh⟩ : G)) _ _ fun g => ?_
    change h.1 * (g.1.1 * T * g.1.1ᵀ) * h.1ᵀ = (h.1 * g.1.1) * T * (h.1 * g.1.1)ᵀ
    rw [transpose_mul]
    simp only [Matrix.mul_assoc]
  calc h.1 * groupSum G T = h.1 * groupSum G T * (h.1ᵀ * h.1) := by
        rw [transpose_mul_self, Matrix.mul_one]
    _ = (h.1 * groupSum G T * h.1ᵀ) * h.1 := by simp only [Matrix.mul_assoc]
    _ = groupSum G T * h.1 := by rw [key]
```

If \(T\) is symmetric, so is \(R(T)\), hence \(R(T)=c\,1\). Cycling the trace gives
\[
cd=\operatorname{tr}R(T)=\sum_{g\in G}\operatorname{tr}(g^TgT)=|G|\operatorname{tr}T.
\]

```lean
/-- If `G` satisfies `SymIrreducible`, summing a symmetric tensor over it gives an isotropic tensor:
`d` times the sum is `|G| tr T` times the identity. -/
theorem groupSum_isotropic (G : Subgroup (orthogonalGroup n ℝ)) [Fintype G]
    (hG : SymIrreducible G) (T : Matrix n n ℝ) (hT : T.IsSymm) :
    (Fintype.card n : ℝ) • groupSum G T = ((Fintype.card G : ℝ) * trace T) • 1 := by
  have hs : (groupSum G T).IsSymm := by
    unfold Matrix.IsSymm groupSum
    rw [transpose_sum]
    refine Finset.sum_congr rfl fun g _ => ?_
    rw [transpose_mul, transpose_mul, transpose_transpose, hT.eq, Matrix.mul_assoc]
  obtain ⟨c, hc⟩ := hG _ hs (groupSum_commutes G T)
  -- The trace is preserved by each rotation and fixes the scalar.
  have ht : trace (groupSum G T) = (Fintype.card G : ℝ) * trace T := by
    unfold groupSum
    rw [trace_sum]
    simp [trace_mul_cycle, transpose_mul_self]
  rw [← ht, hc, smul_smul, trace_smul, trace_one, smul_eq_mul, mul_comm]
```

Q: Could a clever wedge avoid the rotation?

A: Not if \(G\) satisfies the condition and the wedge has fewer than \(d\) points, all with positive weights, unless all points vanish. Each weight is the share of the mesh that the point represents, times any positive factor in the tensor, such as minus the energy derivative of the Fermi function in a conductivity.

Suppose \(R(W)=|G|W\). Fewer than \(d\) vectors leave some \(x\ne0\) with \(k_i\cdot x=0\) for all \(i\); Lean gets it from a dimension count. Then \(Wx=\sum_i w_i(k_i\cdot x)k_i=0\), while isotropy gives
\[
0=d\,|G|\,Wx=|G|\operatorname{tr}(W)\,x .
\]
So \(\operatorname{tr}W=\sum_i w_i|k_i|^2=0\), and every \(k_i=0\). Conversely, if all points vanish, both sides are zero.

```lean
/-- If `G` satisfies `SymIrreducible`, then for a wedge with fewer points than dimensions and
positive weights, the unrotated sum times `|G|` equals the rotated sum exactly when every wedge
point is zero. -/
theorem unrotated_wedge_iff (G : Subgroup (orthogonalGroup n ℝ)) [Fintype G]
    (hG : SymIrreducible G) (w : ι → ℝ) (hw : ∀ i, 0 < w i) (k : ι → n → ℝ)
    (hcard : Fintype.card ι < Fintype.card n) :
    groupSum G (wedgeSum w k) = (Fintype.card G : ℝ) • wedgeSum w k ↔ ∀ i, k i = 0 := by
  constructor
  · intro h
    -- Some nonzero direction is orthogonal to all wedge points.
    have hx : ∃ x : n → ℝ, x ≠ 0 ∧ (Matrix.of k) *ᵥ x = 0 := by
      by_contra hno
      push Not at hno
      have hinj : Function.Injective (Matrix.of k).mulVecLin := by
        rw [injective_iff_map_eq_zero]
        intro x hx
        by_contra hx0
        exact hno x hx0 hx
      have hle := LinearMap.finrank_le_finrank_of_injective hinj
      rw [Module.finrank_fintype_fun_eq_card, Module.finrank_fintype_fun_eq_card] at hle
      omega
    obtain ⟨x, hx0, hx⟩ := hx
    have hkx : ∀ i, k i ⬝ᵥ x = 0 := fun i => congrFun hx i
    have hWx : wedgeSum w k *ᵥ x = 0 := by
      have e : wedgeSum w k *ᵥ x = ∑ i, (w i * (k i ⬝ᵥ x)) • k i := by
        ext a
        simp only [wedgeSum, mulVec, dotProduct, Matrix.sum_apply, Matrix.smul_apply,
          vecMulVec_apply, smul_eq_mul, Finset.sum_apply, Pi.smul_apply, Finset.sum_mul,
          Finset.mul_sum]
        rw [Finset.sum_comm]
        exact Finset.sum_congr rfl fun i _ => Finset.sum_congr rfl fun b _ => by ring
      rw [e]
      simp [hkx]
    have hsym : (wedgeSum w k).IsSymm := by
      unfold Matrix.IsSymm
      ext a b
      simp only [transpose_apply, wedgeSum, Matrix.sum_apply, Matrix.smul_apply,
        vecMulVec_apply, smul_eq_mul]
      exact Finset.sum_congr rfl fun i _ => by ring
    have iso := congrArg (fun M => M *ᵥ x) (groupSum_isotropic G hG _ hsym)
    simp only [h, smul_mulVec, hWx, smul_zero, one_mulVec] at iso
    have hc : (Fintype.card G : ℝ) ≠ 0 := Nat.cast_ne_zero.2 Fintype.card_ne_zero
    have htr : trace (wedgeSum w k) = 0 :=
      (mul_eq_zero.1 ((smul_eq_zero.1 iso.symm).resolve_right hx0)).resolve_left hc
    -- The trace is a sum of nonnegative terms, so each one vanishes.
    have hsum : ∑ i, w i * (k i ⬝ᵥ k i) = 0 := by
      rw [← htr]
      simp [wedgeSum, trace_sum, trace_smul, trace_vecMulVec]
    have hnn : ∀ i ∈ Finset.univ, 0 ≤ w i * (k i ⬝ᵥ k i) := fun i _ =>
      mul_nonneg (hw i).le (Finset.sum_nonneg fun a _ => mul_self_nonneg (k i a))
    intro i
    have hi := (Finset.sum_eq_zero_iff_of_nonneg hnn).1 hsum i (Finset.mem_univ i)
    exact dotProduct_self_eq_zero.1 ((mul_eq_zero.1 hi).resolve_left (hw i).ne')
  · intro hk
    have hW : wedgeSum w k = 0 := by
      ext a b
      simp [wedgeSum, Matrix.sum_apply, hk]
    simp [hW, groupSum]
```

Q: And a single vector?

A: Take one point of weight 1, the `Unit` wedge in the code. With \(T=vv^T\), the trace formula gives
\[
\sum_{g\in G}(gv)(gv)^T=\frac{|G|\,|v|^2}{d}\,1,
\]
and this equals \(|G|vv^T\) exactly when \(v=0\).

```lean
/-- If `G` satisfies `SymIrreducible`, then in dimension `d ≥ 2` the sum of `(g v)(g v)ᵀ` is `|G|
|v|² / d` times the identity, and it equals `|G| v vᵀ` exactly when `v = 0`. -/
theorem starSum_isotropic_and_unrotated_iff (G : Subgroup (orthogonalGroup n ℝ)) [Fintype G]
    (hG : SymIrreducible G) (hd : 2 ≤ Fintype.card n) (v : n → ℝ) :
    starSum G v = ((Fintype.card G : ℝ) * (v ⬝ᵥ v) / Fintype.card n) • 1 ∧
      (starSum G v = (Fintype.card G : ℝ) • vecMulVec v v ↔ v = 0) := by
  have hn : (Fintype.card n : ℝ) ≠ 0 := Nat.cast_ne_zero.2 (by omega)
  constructor
  · have h := groupSum_isotropic G hG (vecMulVec v v) (transpose_vecMulVec v v)
    rw [trace_vecMulVec, ← starSum_eq] at h
    rw [div_eq_inv_mul, ← smul_smul, ← h, smul_smul, inv_mul_cancel₀ hn, one_smul]
  · have h := unrotated_wedge_iff G hG (fun _ : Unit => 1) (fun _ => one_pos) (fun _ => v)
      (by rw [Fintype.card_unit]; omega)
    have e : wedgeSum (fun _ : Unit => (1 : ℝ)) (fun _ => v) = vecMulVec v v := by
      simp [wedgeSum]
    rw [e, ← starSum_eq] at h
    rw [h]
    exact ⟨fun h => h (), fun h _ => h⟩
```

The smallest dimension allowed is \(d=2\). At \(d=1\), \(vv^T\) is just a number and rotation changes nothing.

Q: Give me numbers.

A: Take the fourfold group and \(v=(1,2)\). The star is \((1,2),(-2,1),(-1,-2),(2,-1)\), so
\[
\sum_{g\in G}(gv)(gv)^T=\begin{pmatrix}10&0\\0&10\end{pmatrix},\qquad
4vv^T=\begin{pmatrix}4&8\\8&16\end{pmatrix}.
\]
The traces agree; the tensors do not.

Q: Is "fewer than \(d\)" the right threshold?

A: Yes, in the sense that \(d\) points can be enough, though they aren't always. The \(d\) Cartesian unit vectors with unit weights give \(W=1\), and \(R(1)=\sum_{g\in G} gg^T=|G|\,1\), for any finite \(G\).

```lean
/-- With as many wedge points as dimensions the unrotated sum can be right: for the Cartesian unit
vectors with unit weights, `|G|` times it equals the rotated sum, and both are `|G|` times the
identity. -/
theorem unrotated_wedge_sharp (G : Subgroup (orthogonalGroup n ℝ)) [Fintype G] :
    let W := wedgeSum (fun _ : n => (1 : ℝ)) (fun i => Pi.single i 1)
    groupSum G W = (Fintype.card G : ℝ) • W ∧
      (Fintype.card G : ℝ) • W = (Fintype.card G : ℝ) • 1 := by
  intro W
  have hW : W = 1 := by
    ext a b
    simp [W, wedgeSum, Matrix.sum_apply, vecMulVec_apply, Pi.single_apply, Matrix.one_apply]
  have hg : ∀ g : G, g.1.1 * g.1.1ᵀ = 1 := fun g =>
    mul_eq_one_comm.1 (transpose_mul_self g.1)
  rw [hW]
  refine ⟨?_, rfl⟩
  simp [groupSum, hg, ← Nat.cast_smul_eq_nsmul ℝ]
```

Q: Perhaps your symmetry condition is stronger than isotropy requires.

A: It is equivalent to isotropy of all star sums. Let \(S\) be symmetric and commute with \(G\). Then \(\operatorname{tr}(S\,g\,vv^Tg^T)=\operatorname{tr}(g\,S\,vv^Tg^T)=v\cdot Sv\). Summing over \(G\) and using isotropy,
\[
d\,(v\cdot Sv)=\operatorname{tr}(S)\,|v|^2 .
\]
Setting \(v=e_i\) gives \(dS_{ii}=\operatorname{tr}S\). Setting \(v=e_i+e_j\) with \(i\neq j\) then gives \(S_{ij}=0\). So \(S\) is scalar.

```lean
/-- All star sums are isotropic exactly when the only symmetric matrices commuting with
the group are multiples of the identity. -/
theorem symIrreducible_iff_starSum (G : Subgroup (orthogonalGroup n ℝ)) [Fintype G] :
    SymIrreducible G ↔ ∀ v : n → ℝ,
      (Fintype.card n : ℝ) • starSum G v = ((Fintype.card G : ℝ) * (v ⬝ᵥ v)) • 1 := by
  constructor
  · intro hG v
    rw [starSum_eq, groupSum_isotropic G hG _ (transpose_vecMulVec v v), trace_vecMulVec]
  · intro h S hS hcomm
    have hc : (Fintype.card G : ℝ) ≠ 0 := Nat.cast_ne_zero.2 Fintype.card_ne_zero
    -- Trace the star sum against `S`.
    have q : ∀ v : n → ℝ, (Fintype.card n : ℝ) * (v ⬝ᵥ S *ᵥ v) = trace S * (v ⬝ᵥ v) := by
      intro v
      have h1 : trace (S * starSum G v) = (Fintype.card G : ℝ) * (v ⬝ᵥ S *ᵥ v) := by
        have ht : ∀ g : G, trace (S * (g.1.1 * vecMulVec v v * g.1.1ᵀ)) = v ⬝ᵥ S *ᵥ v := by
          intro g
          have e : S * (g.1.1 * vecMulVec v v * g.1.1ᵀ)
              = g.1.1 * (S * vecMulVec v v) * g.1.1ᵀ := by
            rw [← Matrix.mul_assoc, ← Matrix.mul_assoc, ← hcomm g.1 g.2]
            simp only [Matrix.mul_assoc]
          rw [e, trace_mul_cycle, transpose_mul_self, Matrix.one_mul, mul_vecMulVec,
            trace_vecMulVec, dotProduct_comm]
        rw [starSum_eq, groupSum, Finset.mul_sum, trace_sum, Finset.sum_congr rfl fun g _ => ht g]
        simp
      have h2 := congrArg (fun M => trace (S * M)) (h v)
      simp only [Matrix.mul_smul, trace_smul, Matrix.mul_one, smul_eq_mul, h1] at h2
      apply mul_left_cancel₀ hc
      linear_combination h2
    refine ⟨trace S / Fintype.card n, ?_⟩
    -- Polarisation recovers the matrix entries from the quadratic form.
    ext i j
    have hn : (Fintype.card n : ℝ) ≠ 0 :=
      Nat.cast_ne_zero.2 (Fintype.card_pos_iff.2 ⟨i⟩).ne'
    have hi := q (Pi.single i 1)
    have hj := q (Pi.single j 1)
    have hij := q (Pi.single i 1 + Pi.single j 1)
    have hs : S j i = S i j := hS.apply i j
    by_cases hne : i = j
    · subst hne
      simp at hi
      simp only [Matrix.smul_apply, Matrix.one_apply_eq, smul_eq_mul, mul_one]
      rw [eq_div_iff hn]
      linarith
    · have hne' : j ≠ i := fun h => hne h.symm
      simp [mulVec_add, add_dotProduct, dotProduct_add, hne, hne', hs] at hi hj hij
      have hz : (Fintype.card n : ℝ) * S i j = 0 := by linarith
      simp [Matrix.one_apply_ne hne, (mul_eq_zero.1 hz).resolve_left hn]
```

Q: Does any group satisfy the condition?

A: The fourfold group does. Call the quarter turn \(Q\) and write \(S=\begin{pmatrix}a&b\\b&c\end{pmatrix}\). Then
\[
QS=\begin{pmatrix}-b&-c\\a&b\end{pmatrix},\qquad SQ=\begin{pmatrix}b&-a\\c&-b\end{pmatrix},
\]
so equality forces \(b=0\) and \(a=c\). Finiteness follows from \(Q^4=1\).

```lean
/-- The rotation of the plane by a quarter turn. -/
def quarterTurn : orthogonalGroup (Fin 2) ℝ :=
  ⟨!![0, -1; 1, 0], by
    rw [mem_orthogonalGroup_iff]
    ext i j
    fin_cases i <;> fin_cases j <;>
      simp [Matrix.mul_apply, Fin.sum_univ_succ]⟩

/-- The group generated by the quarter turn of the plane is finite, and the only symmetric
matrices commuting with it are multiples of the identity. -/
theorem symIrreducible_witness :
    Finite (Subgroup.zpowers quarterTurn) ∧ SymIrreducible (Subgroup.zpowers quarterTurn) := by
  constructor
  · have h4 : quarterTurn ^ 4 = 1 := by
      have e : quarterTurn ^ 4 = (quarterTurn * quarterTurn) * (quarterTurn * quarterTurn) := by
        simp only [pow_succ, pow_zero, one_mul, mul_assoc]
      rw [e]
      apply Subtype.ext
      change (!![0, -1; 1, 0] * !![0, -1; 1, 0]) * (!![0, -1; 1, 0] * !![0, -1; 1, 0])
        = (1 : Matrix (Fin 2) (Fin 2) ℝ)
      ext i j
      fin_cases i <;> fin_cases j <;> simp [Matrix.mul_apply, Fin.sum_univ_succ]
    exact (finite_zpowers.2 (isOfFinOrder_iff_pow_eq_one.2 ⟨4, by norm_num, h4⟩)).to_subtype
  · intro S hS hcomm
    have h := hcomm quarterTurn (Subgroup.mem_zpowers quarterTurn)
    have h00 := congrFun (congrFun h 0) 0
    have h01 := congrFun (congrFun h 0) 1
    simp [quarterTurn, Matrix.mul_apply, Fin.sum_univ_succ] at h00 h01
    have hs : S 1 0 = S 0 1 := hS.apply 0 1
    refine ⟨S 0 0, ?_⟩
    ext i j
    fin_cases i <;> fin_cases j <;> simp <;> linarith

end

end WedgeSums
```

```lean
#print axioms WedgeSums.starSum_isotropic_and_unrotated_iff
#print axioms WedgeSums.unrotated_wedge_sharp
#print axioms WedgeSums.symIrreducible_iff_starSum
```

```
'WedgeSums.starSum_isotropic_and_unrotated_iff' depends on axioms: [propext, Classical.choice, Quot.sound]
'WedgeSums.unrotated_wedge_sharp' depends on axioms: [propext, Classical.choice, Quot.sound]
'WedgeSums.symIrreducible_iff_starSum' depends on axioms: [propext, Classical.choice, Quot.sound]
```
